# Direct and total transmission bound the linear-response current in a conductor with voltage probes

A small conductor is connected to several leads. A bias is applied between two of them, the source \(a\) and the drain \(b\), and a current flows. Each remaining lead goes to an ideal voltmeter, so it draws no net current and its voltage floats. An electron that enters such a voltage probe is replaced by one without phase memory, which may leave towards the source, the drain or another probe. How far can the probes shift the current from its direct part, the transmission between \(a\) and \(b\)?

In linear response, with all leads at the same temperature, the answer is a pair of bounds that need only the transmissions \(T_{pq}\) from lead \(q\) to lead \(p\), taken with the probes attached. In units of \(e^2/h\) times the applied bias, the source current \(I_a\) is at least \(T_{ab}\) and at least \(T_{ba}\). It is at most the total transmission \(\sum_{q\ne a}T_{aq}\) at the source, and at most the corresponding sum at the drain. In linear-response simulations that model dephasing by voltage probes, this gives a range for the current before the probe voltages are solved for. Attaching a probe can also change \(T_{ab}\) itself, so the current may still be smaller than in the same conductor without probes.

## Leads, currents and bias

The leads form a finite type `ι`, the transmissions a real matrix `T`, and the voltages a function `V` on the leads.

```lean
import Mathlib

open Finset

namespace VoltageProbeBounds

variable {ι : Type*} [Fintype ι] {T : Matrix ι ι ℝ} {V : ι → ℝ} {a b : ι}
```

Voltages are measured in units of the applied bias and conductances in units of \(e^2/h\), with spin counted in \(T\). The current entering the conductor at lead \(p\) is
\[
I_p(V)=\sum_q T_{pq}(V_p-V_q).
\]
In the usual Büttiker convention \(T_{pq}\) describes electrons travelling from \(q\) to \(p\). The diagonal entry \(T_{pp}\), the reflection, drops out of the current.

```lean
/-- The current `I_p = ∑ T_pq (V_p - V_q)` entering at lead `p`. -/
def current (T : Matrix ι ι ℝ) (V : ι → ℝ) (p : ι) : ℝ :=
  ∑ q, T p q * (V p - V q)
```

The physical conditions are collected in `TwoTerminal T V a b`:

- `nonneg`: \(T_{pq}\ge 0\) for \(p\neq q\). Zero transmissions are allowed.
- `balanced`: \(\sum_q T_{pq}=\sum_q T_{qp}\) at each lead, called the sum rule below. For a unitary scattering matrix both sums equal the number of channels in lead \(p\). Reciprocity, \(T_{pq}=T_{qp}\), is not required, so a magnetic field may be present.
- `source` and `drain`: \(V_a=1\) and \(V_b=0\).
- `probe`: \(I_p(V)=0\) at every other lead.

The voltages are given together with these conditions; their existence and uniqueness are not part of the claim. The step from this model to a device is the identification of `T` with the device's linear-response transmissions, which is assumed here and not derived from a scattering matrix.

```lean
/-- Two-terminal bias with voltage probes: transmissions between different leads are
nonnegative, row and column sums agree at each lead, lead `a` is at voltage 1, lead `b` at
voltage 0, and every other lead carries no current. -/
structure TwoTerminal (T : Matrix ι ι ℝ) (V : ι → ℝ) (a b : ι) : Prop where
  nonneg : ∀ p q, p ≠ q → 0 ≤ T p q
  balanced : ∀ p, ∑ q, T p q = ∑ q, T q p
  source : V a = 1
  drain : V b = 0
  probe : ∀ p, p ≠ a → p ≠ b → current T V p = 0
```

## Power without reciprocity

Let \(f\) be any function on the leads. Exchanging the order of summation and then using the sum rule gives
\[
\sum_{p,q}T_{pq}f_q=\sum_q f_q\sum_p T_{pq}=\sum_q f_q\sum_p T_{qp}=\sum_{p,q}T_{pq}f_p .
\]

```lean
/-- If row and column sums agree, a quantity weighted by the transmissions has the same total
whether it is read at the second or at the first lead of each pair. -/
theorem sum_balance (hT : ∀ p, ∑ q, T p q = ∑ q, T q p) (f : ι → ℝ) :
    ∑ p, ∑ q, T p q * f q = ∑ p, ∑ q, T p q * f p := by
  refine Finset.sum_comm.trans (Finset.sum_congr rfl fun p _ => ?_)
  rw [← Finset.sum_mul, ← Finset.sum_mul, hT p]
```

For any set of voltages \(w\),
\[
(w_p-w_q)^2=2w_p(w_p-w_q)+w_q^2-w_p^2 .
\]
Multiply by \(T_{pq}\) and sum. The last two terms cancel by the previous identity with \(f=w^2\), which leaves
\[
\sum_{p,q}T_{pq}(w_p-w_q)^2=2\sum_p w_pI_p(w).
\]
The sum on the right is the power supplied by the reservoirs. In Lean, `ring` checks the algebra term by term and `sum_balance` removes the remainder.

```lean
/-- Dissipation identity: if row and column sums agree, twice the power `∑ w_p I_p` is the sum
of `T_pq (w_p - w_q)²`, even without reciprocity. -/
theorem dissipation (hT : ∀ p, ∑ q, T p q = ∑ q, T q p) (w : ι → ℝ) :
    ∑ p, ∑ q, T p q * (w p - w q) ^ 2 = 2 * ∑ p, w p * current T w p := by
  have e : ∑ p, ∑ q, T p q * (w p - w q) ^ 2 = 2 * ∑ p, w p * current T w p
      + (∑ p, ∑ q, T p q * w q ^ 2 - ∑ p, ∑ q, T p q * w p ^ 2) := by
    simp only [current, Finset.mul_sum, ← Finset.sum_sub_distrib, ← Finset.sum_add_distrib]
    exact Finset.sum_congr rfl fun p _ => Finset.sum_congr rfl fun q _ => by ring
  rw [e, sum_balance hT (fun q => w q ^ 2)]
  ring
```

## Comparing lead voltages with the source voltage

Let \(w_r=\max(V_r-1,0)\) be the excess of a voltage over that of the source. Then \(w_rI_r(V)=0\) at every lead: at the source and drain \(w_r=0\), and at a probe \(I_r(V)=0\). This is `hzero`.

Next,
\[
w_r(w_r-w_s)\le w_r(V_r-V_s).
\]
If \(w_r=0\), both sides vanish. Otherwise \(w_r=V_r-1\), while \(w_s\ge V_s-1\). Multiplying by \(T_{rs}\ge0\) for \(r\neq s\) and summing over \(s\) gives `hcmp`:
\[
w_rI_r(w)\le w_rI_r(V)=0 .
\]
The power identity now yields
\[
0\le\sum_{r,s}T_{rs}(w_r-w_s)^2=2\sum_r w_rI_r(w)\le 0,
\]
so every term of the double sum is zero. If \(T_{pq}>0\) and \(V_p\le1\), then \(w_q=w_p=0\), and hence \(V_q\le1\). Lean reaches the same point by contradiction: \(V_q>1\) would make one term of a nonpositive sum of nonnegative terms positive.

The condition \(T_{pq}>0\) matters because a probe with no transmission to any other lead can float at any voltage.

```lean
/-- Under two-terminal bias, if `T_pq` is positive and lead `p` is at voltage at most 1, then lead
`q` is at voltage at most 1. -/
theorem TwoTerminal.le_one (h : TwoTerminal T V a b) {p q : ι} (hp : V p ≤ 1)
    (hpq : 0 < T p q) : V q ≤ 1 := by
  -- the excess of the voltage over that of the source
  obtain ⟨w, hw⟩ : ∃ w : ι → ℝ, ∀ r, w r = max (V r - 1) 0 := ⟨_, fun _ => rfl⟩
  have hzero : ∀ r, w r * current T V r = 0 := by
    intro r
    by_cases ha : r = a
    · have : w r = 0 := by rw [hw, ha, h.source]; norm_num
      rw [this, zero_mul]
    by_cases hb : r = b
    · have : w r = 0 := by rw [hw, hb, h.drain]; norm_num
      rw [this, zero_mul]
    rw [h.probe r ha hb, mul_zero]
  have hcmp : ∀ r, w r * current T w r ≤ 0 := by
    intro r
    rw [← hzero r, current, current, Finset.mul_sum, Finset.mul_sum]
    refine Finset.sum_le_sum fun s _ => ?_
    by_cases hrs : r = s
    · subst hrs
      simp
    have key : w r * (w r - w s) ≤ w r * (V r - V s) := by
      rcases le_total (V r - 1) 0 with h0 | h0
      · have : w r = 0 := by rw [hw, max_eq_right h0]
        simp [this]
      · have h1 : w r = V r - 1 := by rw [hw, max_eq_left h0]
        have h2 : V s - 1 ≤ w s := by rw [hw]; exact le_max_left _ _
        exact mul_le_mul_of_nonneg_left (by linarith) (by linarith)
    nlinarith [mul_le_mul_of_nonneg_left key (h.nonneg r s hrs)]
  have hterm : ∀ r s, 0 ≤ T r s * (w r - w s) ^ 2 := by
    intro r s
    by_cases hrs : r = s
    · subst hrs
      simp
    · exact mul_nonneg (h.nonneg r s hrs) (sq_nonneg _)
  -- the excess dissipates nothing, so it cannot drop across a transmitting pair
  have h1 : T p q * (w p - w q) ^ 2 ≤ ∑ s, T p s * (w p - w s) ^ 2 :=
    Finset.single_le_sum (f := fun s => T p s * (w p - w s) ^ 2)
      (fun s _ => hterm p s) (Finset.mem_univ q)
  have h2 : ∑ s, T p s * (w p - w s) ^ 2 ≤ ∑ r, ∑ s, T r s * (w r - w s) ^ 2 :=
    Finset.single_le_sum (f := fun r => ∑ s, T r s * (w r - w s) ^ 2)
      (fun r _ => Finset.sum_nonneg fun s _ => hterm r s) (Finset.mem_univ p)
  have h3 : ∑ r, w r * current T w r ≤ 0 := Finset.sum_nonpos fun r _ => hcmp r
  rw [dissipation h.balanced w] at h2
  by_contra hq
  have hwp : w p = 0 := by rw [hw]; exact max_eq_right (by linarith)
  have hwq : 0 < w q := by rw [hw]; exact lt_max_of_lt_left (by linarith)
  have h4 : 0 < T p q * (w p - w q) ^ 2 := by
    rw [hwp, zero_sub, neg_sq]
    positivity
  linarith
```

## Exchanging source and drain

Replace every \(V_q\) by \(1-V_q\). Each voltage difference changes sign, so
\[
I_p(1-V)=-I_p(V).
\]

```lean
/-- Replacing every voltage `V` by `1 - V` reverses all currents. -/
theorem current_reverse (T : Matrix ι ι ℝ) (V : ι → ℝ) (p : ι) :
    current T (fun q => 1 - V q) p = -current T V p := by
  simp only [current, ← Finset.sum_neg_distrib]
  exact Finset.sum_congr rfl fun q _ => by ring
```

The new voltages are 0 at \(a\) and 1 at \(b\), and the probes still carry no current. The conditions therefore hold with \(b\) as source and \(a\) as drain, and each statement about the source also gives one about the drain.

```lean
/-- If `V` is a two-terminal bias with source `a` and drain `b`, then `1 - V` is a two-terminal bias
with source `b` and drain `a`, for the same transmissions. -/
theorem TwoTerminal.reverse (h : TwoTerminal T V a b) :
    TwoTerminal T (fun q => 1 - V q) b a where
  nonneg := h.nonneg
  balanced := h.balanced
  source := by simp [h.drain]
  drain := by simp [h.source]
  probe p hb ha := by rw [current_reverse, h.probe p ha hb, neg_zero]
```

Total current is conserved, again by the sum rule:
\[
\sum_pI_p=\sum_{p,q}T_{pq}V_p-\sum_{p,q}T_{pq}V_q=0 .
\]
Only \(a\) and \(b\) contribute, and they are different leads because their voltages differ. Hence \(I_b=-I_a\).

```lean
/-- Under two-terminal bias, the current entering at the source leaves at the drain. -/
theorem TwoTerminal.current_drain (h : TwoTerminal T V a b) :
    current T V b = -current T V a := by
  have hab : a ≠ b := by
    intro e
    have h1 := h.source
    rw [e, h.drain] at h1
    norm_num at h1
  have h0 : ∑ p, current T V p = 0 := by
    simp only [current, mul_sub, Finset.sum_sub_distrib]
    rw [sum_balance h.balanced V, sub_self]
  rw [Fintype.sum_eq_add a b hab fun p hp => h.probe p hp.1 hp.2] at h0
  linarith
```

## The bounds

With \(V_a=1\) the source current is
\[
I_a=\sum_{q\neq a}T_{aq}(1-V_q).
\]
If \(T_{aq}=0\), the term vanishes. If \(T_{aq}>0\), the voltage bound gives \(V_q\le1\), and the same bound under the exchanged bias gives \(1-V_q\le1\). In both cases
\[
0\le T_{aq}(1-V_q)\le T_{aq}.
\]
Summing the right-hand inequality gives the upper bound. Keeping only the term \(q=b\), which equals \(T_{ab}\), gives the lower one. In Lean the sum over `univ.erase a` is the sum over all leads except \(a\), and `ht` is the two-sided estimate.

```lean
/-- Under two-terminal bias, the source current is at least the direct transmission `T_ab` and
at most the sum of `T_aq` over the other leads `q`. -/
theorem TwoTerminal.source_bounds [DecidableEq ι] (h : TwoTerminal T V a b) :
    T a b ≤ current T V a ∧ current T V a ≤ ∑ q ∈ univ.erase a, T a q := by
  have hI : current T V a = ∑ q ∈ univ.erase a, T a q * (1 - V q) := by
    rw [current, ← Finset.add_sum_erase univ _ (Finset.mem_univ a), h.source]
    simp
  have hab : b ≠ a := by
    intro e
    have h1 := h.source
    rw [← e, h.drain] at h1
    norm_num at h1
  -- each term lies between zero and the full transmission
  have ht : ∀ q ∈ univ.erase a, 0 ≤ T a q * (1 - V q) ∧ T a q * (1 - V q) ≤ T a q := by
    intro q hq
    rcases (h.nonneg a q (Finset.ne_of_mem_erase hq).symm).eq_or_lt with h0 | h0
    · simp [← h0]
    · have h1 := h.le_one h.source.le h0
      have h2 : 1 - V q ≤ 1 := h.reverse.le_one (p := a) (by simp [h.source]) h0
      constructor <;> nlinarith
  rw [hI]
  refine ⟨?_, Finset.sum_le_sum fun q hq => (ht q hq).2⟩
  have h1 := Finset.single_le_sum (f := fun q => T a q * (1 - V q))
    (fun q hq => (ht q hq).1) (Finset.mem_erase.mpr ⟨hab, Finset.mem_univ b⟩)
  simpa [h.drain] using h1
```

Under the exchanged bias the source is \(b\), and its current is \(I_b(1-V)=-I_b(V)=I_a(V)\). The same bounds therefore hold with \(T_{ba}\) and \(\sum_{q\ne b}T_{bq}\), and together
\[
\max(T_{ab},T_{ba})\le I_a\le\min\Bigl(\sum_{q\neq a}T_{aq},\ \sum_{q\neq b}T_{bq}\Bigr).
\]
With only two leads, all these quantities are equal.

```lean
/-- Voltage-probe bounds: under two-terminal bias, the source current is at least `T_ab` and
`T_ba`, and at most the sum of `T_aq` over `q ≠ a` and the sum of `T_bq` over `q ≠ b`. -/
theorem voltage_probe_bounds [DecidableEq ι] (h : TwoTerminal T V a b) :
    max (T a b) (T b a) ≤ current T V a ∧
      current T V a ≤ min (∑ q ∈ univ.erase a, T a q) (∑ q ∈ univ.erase b, T b q) := by
  have h1 := h.source_bounds
  -- the same bounds with source and drain exchanged
  have h2 := h.reverse.source_bounds
  rw [current_reverse, h.current_drain, neg_neg] at h2
  exact ⟨max_le h1.1 h2.1, le_min h1.2 h2.2⟩
```

## A conductor with one probe

Take three leads, numbered 0, 1, 2 as in Lean, with
\[
T=\begin{pmatrix}0&2&1\\1&0&2\\2&1&0\end{pmatrix},\qquad V=(1,0,\tfrac23).
\]
All row and column sums are 3, yet \(T\) is not symmetric. Lead 2 is the probe, and its current is \(2(\tfrac23-1)+\tfrac23=0\). The source current is \(2+\tfrac13=\tfrac73\), between the lower bound 2 and the upper bound 3. Lean checks the conditions entry by entry.

```lean
/-- A non-reciprocal three-lead conductor under two-terminal bias: the probe floats at voltage
2/3 and the source current is 7/3. -/
theorem twoTerminal_witness :
    TwoTerminal (!![0, 2, 1; 1, 0, 2; 2, 1, 0] : Matrix (Fin 3) (Fin 3) ℝ)
      ![1, 0, 2 / 3] 0 1 ∧
    current (!![0, 2, 1; 1, 0, 2; 2, 1, 0] : Matrix (Fin 3) (Fin 3) ℝ)
      ![1, 0, 2 / 3] 0 = 7 / 3 := by
  refine ⟨⟨?_, ?_, by simp, by simp, ?_⟩, ?_⟩
  · intro p q _
    fin_cases p <;> fin_cases q <;> simp
  · intro p
    fin_cases p <;> simp [Fin.sum_univ_three] <;> norm_num
  · intro p h0 h1
    fin_cases p
    · exact absurd rfl h0
    · exact absurd rfl h1
    · simp [current, Fin.sum_univ_three]
      norm_num
  · simp [current, Fin.sum_univ_three]
    norm_num
```

## When the source bounds are strict

Suppose all off-diagonal transmissions are positive and there is a probe \(c\). All voltages are then at most 1. If \(V_c=1\), the probe current would be
\[
I_c=\sum_qT_{cq}(1-V_q)\ge T_{cb}>0,
\]
which contradicts \(I_c=0\). So \(V_c<1\), and the exchanged bias gives \(V_c>0\). Lean proves this once, as `key`, and applies it to both biases. The term \(T_{ac}(1-V_c)\) now lies strictly between 0 and \(T_{ac}\), which makes both source bounds strict.

```lean
/-- Under two-terminal bias, if all transmissions between different leads are positive and there is
a third lead `c`, the source current lies strictly between `T_ab` and the sum of `T_aq` over
`q ≠ a`. -/
theorem strict_source_bounds [DecidableEq ι] (h : TwoTerminal T V a b)
    (hpos : ∀ p q, p ≠ q → 0 < T p q) {c : ι} (hca : c ≠ a) (hcb : c ≠ b) :
    T a b < current T V a ∧ current T V a < ∑ q ∈ univ.erase a, T a q := by
  -- a probe at the source voltage would send a net current to the drain
  have key : ∀ (U : ι → ℝ) (s d : ι), TwoTerminal T U s d → c ≠ s → c ≠ d → U c < 1 := by
    intro U s d hU hs hd
    have hle : ∀ q, U q ≤ 1 := by
      intro q
      by_cases hq : s = q
      · rw [← hq, hU.source]
      · exact hU.le_one hU.source.le (hpos s q hq)
    by_contra hc
    have hc1 : U c = 1 := le_antisymm (hle c) (not_lt.mp hc)
    have h0 := hU.probe c hs hd
    rw [current, hc1] at h0
    have h1 := Finset.single_le_sum (s := univ) (f := fun q => T c q * (1 - U q))
      (fun q _ => by
        by_cases hq : c = q
        · simp [← hq, hc1]
        · exact mul_nonneg (hpos c q hq).le (by linarith [hle q])) (Finset.mem_univ d)
    simp only [hU.drain, sub_zero, mul_one] at h1
    linarith [hpos c d hd]
  have hc1 : V c < 1 := key V a b h hca hcb
  have hc0 : 1 - V c < 1 := key _ b a h.reverse hcb hca
  have hT := hpos a c hca.symm
  have hab : b ≠ a := by
    intro e
    have h1 := h.source
    rw [← e, h.drain] at h1
    norm_num at h1
  have hI : current T V a = ∑ q ∈ univ.erase a, T a q * (1 - V q) := by
    rw [current, ← Finset.add_sum_erase univ _ (Finset.mem_univ a), h.source]
    simp
  have ht : ∀ q ∈ univ.erase a, 0 ≤ T a q * (1 - V q) ∧ T a q * (1 - V q) ≤ T a q := by
    intro q hq
    have h0 := hpos a q (Finset.ne_of_mem_erase hq).symm
    have h1 := h.le_one h.source.le h0
    have h2 : 1 - V q ≤ 1 := h.reverse.le_one (p := a) (by simp [h.source]) h0
    constructor <;> nlinarith
  have hcm : c ∈ univ.erase a := Finset.mem_erase.mpr ⟨hca, Finset.mem_univ c⟩
  have hbm : b ∈ (univ.erase a).erase c :=
    Finset.mem_erase.mpr ⟨hcb.symm, Finset.mem_erase.mpr ⟨hab, Finset.mem_univ b⟩⟩
  rw [hI]
  constructor
  · rw [← Finset.add_sum_erase _ _ hcm]
    have h1 := Finset.single_le_sum (f := fun q => T a q * (1 - V q))
      (fun q hq => (ht q (Finset.mem_of_mem_erase hq)).1) hbm
    simp only [h.drain, sub_zero, mul_one] at h1
    have h2 : 0 < T a c * (1 - V c) := mul_pos hT (by linarith)
    linarith
  · exact Finset.sum_lt_sum (fun q hq => (ht q hq).2) ⟨c, hcm, by nlinarith⟩

end VoltageProbeBounds
```

```lean
#print axioms VoltageProbeBounds.voltage_probe_bounds
#print axioms VoltageProbeBounds.strict_source_bounds
```

```
'VoltageProbeBounds.voltage_probe_bounds' depends on axioms: [propext, Classical.choice, Quot.sound]
'VoltageProbeBounds.strict_source_bounds' depends on axioms: [propext, Classical.choice, Quot.sound]
```

## A bound for every division of the leads

The same ingredients give a neighbouring inequality, argued here in prose and not formalised. Let all off-diagonal transmissions be positive, so that \(0\le V_q\le1\) everywhere, and let \(S\) be a set of leads that contains \(a\) but not \(b\). Summing the currents over \(S\) and using the sum rule, the terms with both leads in \(S\) cancel:
\[
I_a=\sum_{p\in S,\;q\notin S}(T_{qp}V_p-T_{pq}V_q)\le\sum_{p\in S,\;q\notin S}T_{qp}.
\]
The current is thus at most the total transmission out of \(S\). A weak link between two groups of leads limits it, even when source and drain are each well connected within their own group.
